# Normal-ordered two-body interactions annihilate one-electron states

The annihilators are taken to be any finite family of complex square matrices $c_i$ that satisfies the canonical anticommutation relations; a Fock space is written out only for the two-mode example in part (i). The index $i$ runs over a finite type `ι` of orthonormal spin-orbitals, called modes below. The rows and columns are labelled by a finite type `m` of many-electron basis states. States are vectors $v$ of type `m → ℂ`, not necessarily normalised and with the zero vector included, and the adjoint $\dagger$ is the conjugate transpose, written `ᴴ` in Lean. Infinite-dimensional one-particle spaces are not covered.

```lean
import Mathlib

open Matrix

namespace OneElectronInteraction

noncomputable section

variable {ι m : Type*} [Fintype ι] [DecidableEq ι] [Fintype m] [DecidableEq m]
```

With $\delta_{ij}$ equal to one for $i=j$ and zero otherwise, the relations are

$$c_ic_j+c_jc_i=0,\qquad c_ic_j^\dagger+c_j^\dagger c_i=\delta_{ij}.$$

`IsCAR c` collects them as a hypothesis on the family.

```lean
/-- The canonical anticommutation relations for annihilation matrices `c i`. -/
structure IsCAR (c : ι → Matrix m m ℂ) : Prop where
  anti : ∀ i j, c i * c j + c j * c i = 0
  mixed : ∀ i j, c i * (c j)ᴴ + (c j)ᴴ * c i = if i = j then 1 else 0
```

The electron number operator is $N=\sum_i c_i^\dagger c_i$. A one-electron state is a vector with $Nv=v$.

```lean
/-- The electron number operator `N = ∑ c_i† c_i`. -/
def number (c : ι → Matrix m m ℂ) : Matrix m m ℂ := ∑ i, (c i)ᴴ * c i
```

For real strengths $U_{ij}$, the pair repulsion is $R_U=\sum_{ij}U_{ij}\,c_i^\dagger c_j^\dagger c_jc_i$. The sum runs over ordered pairs without a factor $\tfrac12$, so each unordered pair is counted twice. The name is kept for strengths of either sign, although negative ones describe an attraction; positivity is assumed only where it is stated.

```lean
/-- The normal-ordered pair repulsion `∑ U_ij c_i† c_j† c_j c_i`, summed over ordered pairs. -/
def repulsion (c : ι → Matrix m m ℂ) (U : ι → ι → ℝ) : Matrix m m ℂ :=
  ∑ i, ∑ j, (U i j : ℂ) • ((c i)ᴴ * (c j)ᴴ * c j * c i)
```

A general two-body operator has arbitrary complex coefficients $V_{ijkl}$, with no symmetry or Hermiticity required: $W=\sum_{ijkl}V_{ijkl}\,c_i^\dagger c_j^\dagger c_lc_k$. Normal ordering means that the creators stand to the left of the annihilators.

```lean
/-- The general normal-ordered two-body operator `∑ V_ijkl c_i† c_j† c_l c_k`. -/
def twoBody (c : ι → Matrix m m ℂ) (V : ι → ι → ι → ι → ℂ) : Matrix m m ℂ :=
  ∑ i, ∑ j, ∑ k, ∑ l, V i j k l • ((c i)ᴴ * (c j)ᴴ * c l * c k)
```

## (a) A sum of operators acting on a state

Show that a finite sum of matrices $A_i$ acts term by term:

$$\Big(\sum_i A_i\Big)v=\sum_i A_iv.$$

**Solution.** The empty sum gives zero on both sides. If the claim holds for a set $s$ of indices and $a\notin s$, then $(A_a+\sum_{i\in s}A_i)v=A_av+\sum_{i\in s}A_iv$ by distributivity, so it holds for $s\cup\{a\}$. The Lean proof is this induction, applied at the end to the full index set.

```lean
omit [DecidableEq ι] [DecidableEq m] in
/-- A finite sum of operators acts on a state term by term. -/
theorem sum_act (A : ι → Matrix m m ℂ) (v : m → ℂ) :
    (∑ i, A i) *ᵥ v = ∑ i, A i *ᵥ v := by
  classical
  have key : ∀ s : Finset ι, (∑ i ∈ s, A i) *ᵥ v = ∑ i ∈ s, A i *ᵥ v := by
    intro s
    induction s using Finset.induction_on with
    | empty => simp
    | insert a s ha ih =>
      rw [Finset.sum_insert ha, Finset.sum_insert ha, Matrix.add_mulVec, ih]
  exact key Finset.univ
```

## (b) Electron number after one removal

Show that an annihilator lowers the electron number by one:

$$Nc_i=c_i(N-1).$$

**Solution.** Move $c_i$ to the left through one term of $N$, using first the relation for two annihilators and then the mixed one:

$$c_j^\dagger c_jc_i=-c_j^\dagger c_ic_j=-(\delta_{ij}-c_ic_j^\dagger)c_j=c_ic_j^\dagger c_j-\delta_{ij}c_j.$$

Summing over $j$ gives $Nc_i=c_iN-c_i$.

In the code, `key` is the displayed identity. The first relation enters as `h4`, already multiplied by $c_j^\dagger$, and `noncomm_ring` checks the remaining algebra without commuting any matrices. The last `simp only` carries out the sum over $j$.

```lean
/-- Ladder relation: `N c_i = c_i (N - 1)`. -/
theorem number_mul_annihilator {c : ι → Matrix m m ℂ} (h : IsCAR c) (i : ι) :
    number c * c i = c i * (number c - 1) := by
  -- move one annihilator through one occupation operator
  have key : ∀ j, (c j)ᴴ * c j * c i
      = c i * ((c j)ᴴ * c j) - if i = j then c j else 0 := by
    intro j
    have h3 : (if i = j then c j else 0)
        = (if i = j then (1 : Matrix m m ℂ) else 0) * c j := by
      split_ifs <;> simp
    have h4 : (c j)ᴴ * (c i * c j + c j * c i) = 0 := by rw [h.anti i j, mul_zero]
    rw [h3, ← h.mixed i j]
    linear_combination (norm := noncomm_ring) h4
  simp only [number, Finset.sum_mul, mul_sub, mul_one, Finset.mul_sum, key,
    Finset.sum_sub_distrib, Finset.sum_ite_eq, Finset.mem_univ, if_true]
```

## (c) Counting pairs

Express the number of ordered electron pairs as a repulsion with unit strengths:

$$N(N-1)=\sum_{ij}c_i^\dagger c_j^\dagger c_jc_i.$$

**Solution.** Fix $i$ and sum over $j$ first. The inner pair $c_j^\dagger c_j$ sums to $N$, and part (b) applies:

$$\sum_j c_i^\dagger c_j^\dagger c_jc_i=c_i^\dagger Nc_i=c_i^\dagger c_i(N-1).$$

Summing over $i$ gives the result. The fixed-$i$ identity is `step` in the proof.

```lean
/-- The operator `N (N - 1)` is the pair repulsion with all strengths equal to one. -/
theorem number_mul_pred {c : ι → Matrix m m ℂ} (h : IsCAR c) :
    number c * (number c - 1) = repulsion c (fun _ _ => 1) := by
  have step : ∀ i, ∑ j, (c i)ᴴ * (c j)ᴴ * c j * c i
      = (c i)ᴴ * c i * (number c - 1) := by
    intro i
    rw [mul_assoc ((c i)ᴴ) (c i), ← number_mul_annihilator h i, number,
      Finset.sum_mul, Finset.mul_sum]
    exact Finset.sum_congr rfl (fun j _ => by simp only [mul_assoc])
  simp only [repulsion, Complex.ofReal_one, one_smul, step]
  exact Finset.sum_mul _ _ _
```

## (d) Repulsion energy from pair amplitudes

Call $c_jc_iv$ a pair amplitude. Show that

$$v^\dagger R_Uv=\sum_{ij}U_{ij}\,\|c_jc_iv\|^2.$$

**Solution.** Since $(c_jc_i)^\dagger=c_i^\dagger c_j^\dagger$, each term satisfies

$$v^\dagger c_i^\dagger c_j^\dagger c_jc_iv=(c_jc_iv)^\dagger(c_jc_iv)=\|c_jc_iv\|^2.$$

Multiply by $U_{ij}$ and sum. For nonzero $v$, the normalised expectation value is this number divided by $\|v\|^2$.

The anticommutation relations are not used. Lean writes the inner product as `star v ⬝ᵥ …` and the squared norm as a sum of squared moduli over the components `k`. The right-hand side is a real number embedded in $\mathbb C$, so the theorem also says that the energy is real. The helper `hp` evaluates one pair term and `hd` distributes the inner product over a sum.

```lean
omit [DecidableEq ι] [DecidableEq m] in
/-- For a pair repulsion `R` and any vector `v`, `v† R v` is the sum of the squared norms of the
pair amplitudes `c_j c_i v`, weighted by the strengths `U_ij`. -/
theorem repulsion_expectation (c : ι → Matrix m m ℂ) (U : ι → ι → ℝ) (v : m → ℂ) :
    star v ⬝ᵥ (repulsion c U *ᵥ v)
      = ((∑ i, ∑ j, U i j * ∑ k, ‖((c j * c i) *ᵥ v) k‖ ^ 2 : ℝ) : ℂ) := by
  have hd : ∀ f : ι → m → ℂ, star v ⬝ᵥ (∑ i, f i) = ∑ i, star v ⬝ᵥ f i := by
    intro f
    simp only [dotProduct, Finset.sum_apply, Finset.mul_sum]
    exact Finset.sum_comm
  -- each pair term has the form A† A
  have hp : ∀ i j, star v ⬝ᵥ (((c i)ᴴ * (c j)ᴴ * c j * c i) *ᵥ v)
      = ((∑ k, ‖((c j * c i) *ᵥ v) k‖ ^ 2 : ℝ) : ℂ) := by
    intro i j
    have e : (c i)ᴴ * (c j)ᴴ * c j * c i = (c j * c i)ᴴ * (c j * c i) := by
      rw [Matrix.conjTranspose_mul]
      simp only [mul_assoc]
    rw [e, ← Matrix.mulVec_mulVec, Matrix.dotProduct_mulVec, ← Matrix.star_mulVec,
      Complex.ofReal_sum]
    refine Finset.sum_congr rfl (fun k _ => ?_)
    rw [Complex.ofReal_pow]
    exact Complex.conj_mul' _
  simp only [repulsion, sum_act, hd, Matrix.smul_mulVec, dotProduct_smul, hp, smul_eq_mul,
    Complex.ofReal_sum, Complex.ofReal_mul]
```

## (e) When a repulsion vanishes on a state

Let $U_{ij}>0$ whenever $i\neq j$. Show that

$$R_Uv=0\iff c_ic_jv=0\ \text{ for all } i,j.$$

**Solution.** Setting $i=j$ in the first anticommutation relation gives $2c_i^2=0$, so $c_i^2=0$: no mode can be emptied twice. The diagonal terms in part (d) therefore vanish whatever the values $U_{ii}$, and all other terms are nonnegative.

If $R_Uv=0$, the sum in part (d) is zero, so every term is zero. For $i\ne j$, the term with first index $j$ and second index $i$ reads $U_{ji}\|c_ic_jv\|^2=0$, and $U_{ji}>0$ forces $c_ic_jv=0$. Conversely, every term of $R_Uv$ ends in some $c_jc_iv$, which is zero by assumption.

The positivity condition stands for a repulsion between every two distinct modes. A Hubbard lattice with on-site repulsion only does not satisfy it: two electrons on different sites have no interaction energy but a nonzero pair amplitude.

The facts $c_i^2=0$ and nonnegativity are `hsq` and `nn`. The steps `e1` to `e4` go from the total sum to a single component of $c_ic_jv$.

```lean
/-- A pair repulsion that is strictly positive between distinct modes annihilates a state
exactly when removing any two electrons from that state gives zero. -/
theorem repulsion_eq_zero_iff {c : ι → Matrix m m ℂ} (h : IsCAR c) {U : ι → ι → ℝ}
    (hU : ∀ i j, i ≠ j → 0 < U i j) (v : m → ℂ) :
    repulsion c U *ᵥ v = 0 ↔ ∀ i j, (c i * c j) *ᵥ v = 0 := by
  -- Pauli principle: no mode can be emptied twice
  have hsq : ∀ i, c i * c i = 0 := by
    intro i
    have h2 : c i * c i = (1 / 2 : ℂ) • (c i * c i + c i * c i) := by module
    rw [h2, h.anti i i, smul_zero]
  have nn : ∀ i j, 0 ≤ U i j * ∑ k, ‖((c j * c i) *ᵥ v) k‖ ^ 2 := by
    intro i j
    rcases eq_or_ne i j with rfl | hij
    · simp [hsq]
    · exact mul_nonneg (hU i j hij).le (Finset.sum_nonneg fun k _ => sq_nonneg _)
  constructor
  · intro h0 i j
    rcases eq_or_ne i j with rfl | hij
    · simp [hsq]
    -- a vanishing sum of nonnegative terms vanishes term by term
    have e := repulsion_expectation c U v
    rw [h0, dotProduct_zero] at e
    have e' := Complex.ofReal_eq_zero.mp e.symm
    have e1 := (Finset.sum_eq_zero_iff_of_nonneg
      (fun a _ => Finset.sum_nonneg fun b _ => nn a b)).mp e' j (Finset.mem_univ _)
    have e2 := (Finset.sum_eq_zero_iff_of_nonneg
      (fun b _ => nn j b)).mp e1 i (Finset.mem_univ _)
    have e3 := (mul_eq_zero.mp e2).resolve_left (hU j i hij.symm).ne'
    have e4 := (Finset.sum_eq_zero_iff_of_nonneg (fun k _ => sq_nonneg _)).mp e3
    ext k
    exact norm_eq_zero.mp ((pow_eq_zero_iff two_ne_zero).mp (e4 k (Finset.mem_univ k)))
  · intro h0
    simp only [repulsion, sum_act, Matrix.smul_mulVec]
    refine Finset.sum_eq_zero fun i _ => Finset.sum_eq_zero fun j _ => ?_
    rw [mul_assoc _ (c j) (c i), ← Matrix.mulVec_mulVec, h0, Matrix.mulVec_zero, smul_zero]
```

## (f) The number condition and pair removal

Characterise the states with no electron pairs through the number operator alone:

$$N(N-1)v=0\iff c_ic_jv=0\ \text{ for all } i,j.$$

**Solution.** By part (c), $N(N-1)$ is $R_U$ with every $U_{ij}=1$. These strengths are positive, so part (e) applies. The Lean proof consists of the same two steps.

```lean
/-- A state satisfies `N (N - 1) v = 0` if and only if `c_i c_j v = 0` for all modes. -/
theorem number_condition_iff {c : ι → Matrix m m ℂ} (h : IsCAR c) (v : m → ℂ) :
    (number c * (number c - 1)) *ᵥ v = 0 ↔ ∀ i j, (c i * c j) *ᵥ v = 0 := by
  rw [number_mul_pred h]
  exact repulsion_eq_zero_iff h (fun _ _ _ => one_pos) v
```

## (g) Superpositions of zero and one electron

Show that the number condition describes sums of a zero-electron and a one-electron vector:

$$N(N-1)v=0\iff v=v_0+v_1\ \text{ with } Nv_0=0,\ Nv_1=v_1.$$

**Solution.** Suppose $N(N-1)v=0$, that is, $N(Nv)=Nv$. Take $v_1=Nv$ and $v_0=v-Nv$. Then $Nv_1=v_1$, $Nv_0=Nv-N(Nv)=0$, and the two add up to $v$.

Conversely, for $v=v_0+v_1$ we have $(N-1)v=v_1-v_0-v_1=-v_0$, and $N(-v_0)=0$.

Either part may be zero. If both are nonzero, the vector has a fractional mean electron number between zero and one. Such a vector mixes even and odd electron number, so the fermion-parity superselection rule excludes it as a physical pure state; here it is only an element of the vector space. The argument is pure algebra in $N$, and the theorem does not assume `IsCAR`.

```lean
omit [DecidableEq ι] in
/-- The condition `N (N - 1) v = 0` holds exactly for sums of a zero-electron vector and a
one-electron vector. -/
theorem number_condition_iff_sum (c : ι → Matrix m m ℂ) (v : m → ℂ) :
    (number c * (number c - 1)) *ᵥ v = 0 ↔
      ∃ v₀ v₁, number c *ᵥ v₀ = 0 ∧ number c *ᵥ v₁ = v₁ ∧ v = v₀ + v₁ := by
  constructor
  · intro h0
    rw [← Matrix.mulVec_mulVec, Matrix.sub_mulVec, Matrix.one_mulVec, Matrix.mulVec_sub,
      sub_eq_zero] at h0
    exact ⟨v - number c *ᵥ v, number c *ᵥ v,
      by rw [Matrix.mulVec_sub, h0, sub_self], h0, (sub_add_cancel _ _).symm⟩
  · rintro ⟨v₀, v₁, a, b, rfl⟩
    rw [← Matrix.mulVec_mulVec, Matrix.sub_mulVec, Matrix.one_mulVec, Matrix.mulVec_add,
      a, b, Matrix.mulVec_sub, Matrix.mulVec_add, Matrix.mulVec_add, a, b]
    simp
```

## (h) No interaction for a single electron

Show that for arbitrary coefficients $V_{ijkl}$

$$Nv=v\ \Longrightarrow\ Wv=0.$$

**Solution.** Part (g) with $v_0=0$ and $v_1=v$ gives $N(N-1)v=0$, and part (f) then gives $c_lc_kv=0$ for all $k,l$. Each term of $Wv$ is

$$V_{ijkl}\,c_i^\dagger c_j^\dagger(c_lc_kv)=0.$$

A possible slip is to write the interaction with products of occupations $n_i=c_i^\dagger c_i$ and keep the diagonal. With unit strengths this gives $\sum_{ij}n_in_j=N^2$, which maps a one-electron state to itself instead of to zero. The surplus $N^2-N(N-1)=N$ is a spurious self-interaction.

The absence of interaction in a one-electron state underlies the one-electron condition used to judge density functionals: for a single electron, the exchange energy should cancel the Hartree energy, and the correlation energy should be zero. The theorem concerns the interaction operator, for finitely many modes, and does not establish that any approximate functional or Hubbard correction meets this condition.

In the proof, `h0` holds the vanishing pair amplitudes, and `mul_assoc` brackets the two annihilators so that they act first.

```lean
/-- Every normal-ordered two-body operator annihilates every one-electron state. -/
theorem twoBody_oneElectron {c : ι → Matrix m m ℂ} (h : IsCAR c)
    (V : ι → ι → ι → ι → ℂ) {v : m → ℂ} (hv : number c *ᵥ v = v) :
    twoBody c V *ᵥ v = 0 := by
  have h0 := (number_condition_iff h v).mp
    ((number_condition_iff_sum c v).mpr ⟨0, v, Matrix.mulVec_zero _, hv, (zero_add v).symm⟩)
  simp only [twoBody, sum_act, Matrix.smul_mulVec]
  refine Finset.sum_eq_zero fun i _ => Finset.sum_eq_zero fun j _ =>
    Finset.sum_eq_zero fun k _ => Finset.sum_eq_zero fun l _ => ?_
  -- the two annihilators on the right act first
  rw [mul_assoc _ (c l) (c k), ← Matrix.mulVec_mulVec, h0, Matrix.mulVec_zero, smul_zero]
```

## (i) Two modes in four dimensions

Label the modes $0$ and $1$, and order the occupation basis as $|00\rangle,|01\rangle,|10\rangle,|11\rangle$, with mode $0$ written first. The nonzero actions of the annihilators are

$$c_0|10\rangle=|00\rangle,\quad c_0|11\rangle=|01\rangle,\quad c_1|01\rangle=|00\rangle,\quad c_1|11\rangle=-|10\rangle.$$

```lean
/-- Annihilation matrices of two modes in the occupation basis `00, 01, 10, 11`. -/
def twoMode : Fin 2 → Matrix (Fin 4) (Fin 4) ℂ :=
  ![!![0, 0, 1, 0; 0, 0, 0, 1; 0, 0, 0, 0; 0, 0, 0, 0],
    !![0, 1, 0, 0; 0, 0, 0, 0; 0, 0, 0, -1; 0, 0, 0, 0]]
```

Verify the anticommutation relations, and show for all complex $a,b$ that

$$N(0,a,b,0)^T=(0,a,b,0)^T,\qquad c_0c_1(0,0,0,1)^T=(-1,0,0,0)^T.$$

**Solution.** Both annihilators square to zero. The products $c_0c_1$ and $c_1c_0$ act only on $|11\rangle$, giving $-|00\rangle$ and $|00\rangle$, so they cancel.

For equal modes, $c_i^\dagger c_i$ projects onto the states with mode $i$ occupied and $c_ic_i^\dagger$ onto those with it empty, so their sum is one. For different modes, $c_0c_1^\dagger$ and $c_1^\dagger c_0$ act only on $|10\rangle$, giving $-|01\rangle$ and $|01\rangle$. Their sum is zero, and the adjoint of this relation covers the exchanged indices.

The number operator is diagonal with entries $0,1,1,2$, which gives the first equation. The second is $c_0c_1|11\rangle=-c_0|10\rangle=-|00\rangle$.

The example supplies one-electron states to which part (h) applies, and a two-electron state that fails the condition in part (f). Lean checks each matrix entry and vector component by cases.

```lean
/-- The two-mode matrices satisfy the anticommutation relations, the vectors `(0, a, b, 0)` satisfy
`N v = v`, and removing two electrons from `(0, 0, 0, 1)` gives `(-1, 0, 0, 0)`. -/
theorem twoMode_witness :
    IsCAR twoMode ∧ (∀ a b : ℂ, number twoMode *ᵥ ![0, a, b, 0] = ![0, a, b, 0]) ∧
      (twoMode 0 * twoMode 1) *ᵥ ![0, 0, 0, 1] = ![-1, 0, 0, 0] := by
  refine ⟨⟨?_, ?_⟩, ?_, ?_⟩
  · intro i j
    ext a b
    fin_cases i <;> fin_cases j <;> fin_cases a <;> fin_cases b <;>
      simp [twoMode]
  · intro i j
    ext a b
    simp only [Matrix.add_apply, Matrix.mul_apply, Matrix.conjTranspose_apply]
    fin_cases i <;> fin_cases j <;> fin_cases a <;> fin_cases b <;>
      simp [twoMode, Fin.sum_univ_succ]
  · intro a b
    ext k
    fin_cases k <;>
      simp [number, twoMode, Matrix.mulVec, dotProduct, Matrix.mul_apply, Fin.sum_univ_succ]
  · ext k
    fin_cases k <;>
      simp [twoMode, Matrix.mulVec, dotProduct, Matrix.mul_apply, Fin.sum_univ_succ]

end

end OneElectronInteraction
```

```lean
#print axioms OneElectronInteraction.twoBody_oneElectron
-- 'OneElectronInteraction.twoBody_oneElectron' depends on axioms: [propext, Classical.choice, Quot.sound]
```
